# The centre derivative of an s Gaussian lies outside every finite span of s Gaussians with the same exponent

Let $a>0$, and let $A_1,\dots,A_n$ be real centres with $n\ge 1$. For any $i$, no real coefficients $c_1,\dots,c_n$ satisfy

$$2a(x-A_i)\,e^{-a(x-A_i)^2}=\sum_{j=1}^n c_j\,e^{-a(x-A_j)^2}\qquad\text{for all real }x .$$

The left side is the derivative of the $i$-th basis function with respect to its own centre. The span of a finite basis of s Gaussians with one common exponent therefore never contains the derivative of a basis function with respect to its own centre.

The same holds in three dimensions, and in any real inner product space. Write $g_A(r)=e^{-a\|r-A\|^2}$ for the s Gaussian at $A$. Its derivative when the centre moves along a vector $u$ is

$$D_{A,u}(r)=2a\,\langle r-A,u\rangle\,g_A(r).$$

For any centre $B$ and any finite family $A_j$, the function $D_{B,u}$ lies in the real span of the $g_{A_j}$ if and only if $u=0$. The centres may coincide, and $B$ need not be one of them.

## The p function that enters a gradient

Consider one particle with a real Hamiltonian $H$, in a basis of real functions $\chi_j$ attached to nuclei. Let the basis be linearly independent, and let $\psi=\sum_j c_j\chi_j$ be normalised and solve the generalised eigenvalue problem in this basis with a nondegenerate energy $\mathcal E$. If a nuclear coordinate $\lambda$ moves only the function $\chi_i$, then

$$\frac{d\mathcal E}{d\lambda}=\langle\psi|\partial_\lambda H|\psi\rangle+2c_i\,\langle\partial_\lambda\chi_i|(H-\mathcal E)\psi\rangle .$$

The first term is the Hellmann–Feynman term. The second is the Pulay term, which comes from the motion of the basis. The eigenvalue equation makes $(H-\mathcal E)\psi$ orthogonal to every $\chi_j$, so the Pulay term would vanish if $\partial_\lambda\chi_i$ were a combination of the basis functions. For a finite s-only basis with one exponent it is not such a combination, and this reason for omitting the term is unavailable. The term may still vanish in a particular case, for example by symmetry.

One common way to evaluate the derivative of an s function in a gradient routine is to raise its angular momentum by one and multiply by $2a$. An integral code that works in this way handles p functions even when the energy calculation uses only s functions. A test against finite differences of the energy, with the basis moved along with the nucleus, can expose a missing Pulay term if that term is larger than the numerical error of the test.

The part of the derivative that the basis misses can also be measured. For normalised basis functions with overlap matrix $S$, let $D=\partial_\lambda\chi_i$ and $b_j=\langle\chi_j|D\rangle$. The squared norm of the part of $D$ orthogonal to the basis is

$$\rho^2=\langle D|D\rangle-b^{\mathsf T}S^{-1}b .$$

On the line, a single function gives $\rho^2=a$. Two functions at distance $R>0$, with one of them displaced, give

$$\rho^2=a\left(1-\frac{y}{e^{y}-1}\right),\qquad y=aR^2 .$$

This is positive, but it tends to zero as $R\to0$, because the difference of two nearby Gaussians approximates a derivative. In the same limit $S$ becomes singular. In this two-function example, a small value of $\rho^2/a$ thus signals near linear dependence in the basis, and does not mean that the derivative lies in the span. These residual formulas are a supplement to the theorems below, which contain no norm estimate.

## Reduction to exponentials on a line

**The derivative.** Move the centre to $A+tu$ and expand the square:

$$\|r-A-tu\|^2=\|r-A\|^2-2t\langle r-A,u\rangle+t^2\|u\|^2 .$$

Multiplying by $-a$, exponentiating and differentiating at $t=0$ gives $2a\langle r-A,u\rangle g_A(r)$, which is $D_{A,u}(r)$.

**Restriction to a line.** Suppose that $D_{B,u}=\sum_j c_j g_{A_j}$. Evaluate both sides at $r=B+tu$. Since

$$\|B+tu-A_j\|^2=\|B-A_j\|^2+2t\langle B-A_j,u\rangle+t^2\|u\|^2,$$

each Gaussian factorises as

$$g_{A_j}(B+tu)=g_{A_j}(B)\,e^{k_jt}\,e^{-at^2\|u\|^2},\qquad k_j=-2a\langle B-A_j,u\rangle .$$

The last factor does not depend on $j$; this is where the common exponent is used. On the left side, $r-B=tu$, so

$$D_{B,u}(B+tu)=2a\|u\|^2\,t\,e^{-at^2\|u\|^2}.$$

Cancelling the common nonzero factor leaves, for all real $t$,

$$2a\|u\|^2\,t=\sum_j d_j e^{k_jt},\qquad d_j=c_j\,g_{A_j}(B).$$

**An affine function equal to a sum of exponentials has zero slope.** Suppose that $f(t)=\alpha t+\beta$ equals $\sum_{j\in s}d_je^{k_jt}$ for all $t$, where $s$ is a finite index set. The claim is $\alpha=0$, by induction on the size of $s$.

If $s$ is empty, then $f$ vanishes everywhere. Setting $t=0$ gives $\beta=0$, and setting $t=1$ gives $\alpha+\beta=0$, so $\alpha=0$.

Otherwise, let the sum contain one further index $m$ besides those in $s$, and assume the claim for $s$. There are two cases.

- If $k_m=0$, the term with index $m$ is the constant $d_m$. Moving it to the left gives $\alpha t+(\beta-d_m)=\sum_{j\in s}d_je^{k_jt}$, and the induction hypothesis gives $\alpha=0$.
- If $k_m\ne0$, form $f(t+1)-e^{k_m}f(t)$. The term with index $m$ cancels, which leaves

$$\alpha(1-e^{k_m})\,t+\alpha+\beta(1-e^{k_m})=\sum_{j\in s}d_j(e^{k_j}-e^{k_m})\,e^{k_jt}.$$

In the second case the induction hypothesis gives $\alpha(1-e^{k_m})=0$. Since $k_m\neq0$, the bracket is nonzero, and $\alpha=0$. The rates $k_j$ need not be distinct, which is why repeated centres cause no difficulty.

**Conclusion.** With $\alpha=2a\|u\|^2$ and $\beta=0$, the claim gives $2a\|u\|^2=0$. Since $a>0$, it follows that $u=0$. Conversely, $D_{B,0}$ is the zero function, which belongs to every span. The one-dimensional statement is the case $B=A_i$, $u=1$.

## The Lean file

```lean
import Mathlib

open scoped BigOperators

namespace MovingGaussians

noncomputable section

variable {E : Type*} [NormedAddCommGroup E] [InnerProductSpace ℝ E]

/-- The unnormalised s Gaussian with exponent `a` and centre `A`, evaluated at `r`. -/
def sGaussian (a : ℝ) (A r : E) : ℝ := Real.exp (-a * ‖r - A‖ ^ 2)

/-- The p-type function `2a ⟨r - A, u⟩ exp(-a ‖r - A‖²)` at centre `A`, directed along `u`. -/
def centreDerivative (a : ℝ) (A u r : E) : ℝ :=
  2 * a * inner ℝ (r - A) u * sGaussian a A r

/-- Displacing the centre of an s Gaussian along `u` changes it at the rate
`centreDerivative a A u`. -/
theorem hasDerivAt_sGaussian_centre (a : ℝ) (A u r : E) :
    HasDerivAt (fun t : ℝ => sGaussian a (A + t • u) r) (centreDerivative a A u r) 0 := by
  -- the squared distance to the moving centre is quadratic in the displacement
  have hN : ∀ t : ℝ, ‖r - (A + t • u)‖ ^ 2
      = ‖r - A‖ ^ 2 - 2 * t * inner ℝ (r - A) u + t * t * ‖u‖ ^ 2 := by
    intro t
    rw [← sub_sub, norm_sub_sq_real, real_inner_smul_right, norm_smul, mul_pow,
      Real.norm_eq_abs, sq_abs]
    ring
  have hf : (fun t : ℝ => sGaussian a (A + t • u) r) = fun t : ℝ =>
      Real.exp (-a * (‖r - A‖ ^ 2 - 2 * t * inner ℝ (r - A) u + t * t * ‖u‖ ^ 2)) := by
    funext t
    rw [sGaussian, hN t]
  have hid : HasDerivAt (fun t : ℝ => t) 1 0 := hasDerivAt_id' 0
  have hp := (((((hid.const_mul 2).mul_const (inner ℝ (r - A) u)).const_sub
    (‖r - A‖ ^ 2)).fun_add ((hid.fun_mul hid).mul_const (‖u‖ ^ 2))).const_mul (-a)).exp
  rw [hf]
  refine hp.congr_deriv ?_
  have h0 : -a * (‖r - A‖ ^ 2 - 2 * 0 * inner ℝ (r - A) u + 0 * 0 * ‖u‖ ^ 2)
      = -a * ‖r - A‖ ^ 2 := by ring
  rw [h0, centreDerivative, sGaussian]
  ring

/-- If an affine function on the line equals a finite sum of real exponentials,
its slope is zero. -/
theorem slope_eq_zero_of_eq_sum_exp {ι : Type*} (s : Finset ι) (k d : ι → ℝ) (α β : ℝ)
    (h : ∀ x : ℝ, α * x + β = ∑ j ∈ s, d j * Real.exp (k j * x)) : α = 0 := by
  classical
  induction s using Finset.induction_on generalizing d α β with
  | empty =>
    have h0 := h 0
    have h1 := h 1
    rw [Finset.sum_empty] at h0 h1
    linarith
  | insert m s hm ih =>
    by_cases hk : k m = 0
    · -- a constant exponential is absorbed into the constant term
      refine ih d α (β - d m) ?_
      intro x
      have hx := h x
      rw [Finset.sum_insert hm, hk, zero_mul, Real.exp_zero] at hx
      linarith
    · -- the combination f(x+1) - exp(k m) f(x) removes the exponential with index m
      have key : α * (1 - Real.exp (k m)) = 0 := by
        refine ih (fun j => d j * (Real.exp (k j) - Real.exp (k m)))
          (α * (1 - Real.exp (k m))) (α + β * (1 - Real.exp (k m))) ?_
        intro x
        have h0 := h x
        have h1 := h (x + 1)
        have hs : ∑ j ∈ s, d j * (Real.exp (k j) - Real.exp (k m)) * Real.exp (k j * x)
            = ∑ j ∈ s, d j * Real.exp (k j * (x + 1))
              - Real.exp (k m) * ∑ j ∈ s, d j * Real.exp (k j * x) := by
          rw [Finset.mul_sum, ← Finset.sum_sub_distrib]
          refine Finset.sum_congr rfl fun j _ => ?_
          rw [mul_add, mul_one, Real.exp_add]
          ring
        have he : Real.exp (k m * (x + 1)) = Real.exp (k m * x) * Real.exp (k m) := by
          rw [mul_add, mul_one, Real.exp_add]
        rw [Finset.sum_insert hm] at h0 h1
        rw [he] at h1
        refine Eq.trans ?_ hs.symm
        linear_combination h1 - Real.exp (k m) * h0
      rcases mul_eq_zero.1 key with h0 | h0
      · exact h0
      · exact absurd ((Real.exp_eq_one_iff (k m)).1 (by linarith)) hk

/-- Along the line `B + t u`, an s Gaussian centred at `A` is its value at `B` times an
exponential in `t` times a Gaussian in `t` that does not depend on `A`. -/
theorem sGaussian_on_line (a : ℝ) (A B u : E) (t : ℝ) :
    sGaussian a A (B + t • u) = sGaussian a A B
      * Real.exp (-(2 * a * inner ℝ (B - A) u) * t) * Real.exp (-a * t ^ 2 * ‖u‖ ^ 2) := by
  have hN : ‖B + t • u - A‖ ^ 2
      = ‖B - A‖ ^ 2 + 2 * t * inner ℝ (B - A) u + t ^ 2 * ‖u‖ ^ 2 := by
    rw [add_sub_right_comm, norm_add_sq_real, real_inner_smul_right, norm_smul, mul_pow,
      Real.norm_eq_abs, sq_abs]
    ring
  rw [sGaussian, sGaussian, hN, ← Real.exp_add, ← Real.exp_add]
  congr 1
  ring

/-- The derivative of an s Gaussian under displacement of its centre along `u` lies in the span
of finitely many s Gaussians of the same exponent, with any centres, only if `u = 0`,
and then it does. -/
theorem centreDerivative_mem_span_iff {ι : Type*} [Fintype ι] {a : ℝ} (ha : 0 < a)
    (A : ι → E) (B u : E) :
    centreDerivative a B u ∈ Submodule.span ℝ (Set.range fun j => sGaussian a (A j))
      ↔ u = 0 := by
  constructor
  · intro h
    obtain ⟨c, hc⟩ := (Submodule.mem_span_range_iff_exists_fun ℝ).1 h
    have key : 2 * a * ‖u‖ ^ 2 = 0 := by
      refine slope_eq_zero_of_eq_sum_exp Finset.univ
        (fun j => -(2 * a * inner ℝ (B - A j) u))
        (fun j => c j * sGaussian a (A j) B) (2 * a * ‖u‖ ^ 2) 0 ?_
      intro x
      -- evaluate the supposed expansion on the line through B along u
      have hx := congrFun hc (B + x • u)
      simp only [Finset.sum_apply, Pi.smul_apply, smul_eq_mul] at hx
      have hB : sGaussian a B (B + x • u) = Real.exp (-a * x ^ 2 * ‖u‖ ^ 2) := by
        rw [sGaussian_on_line]
        simp [sGaussian]
      have hD : centreDerivative a B u (B + x • u)
          = (2 * a * ‖u‖ ^ 2 * x + 0) * Real.exp (-a * x ^ 2 * ‖u‖ ^ 2) := by
        rw [centreDerivative, hB, add_sub_cancel_left, real_inner_smul_left,
          real_inner_self_eq_norm_sq]
        ring
      have hsum : ∑ j, c j * sGaussian a (A j) (B + x • u)
          = (∑ j, c j * sGaussian a (A j) B
              * Real.exp (-(2 * a * inner ℝ (B - A j) u) * x))
            * Real.exp (-a * x ^ 2 * ‖u‖ ^ 2) := by
        rw [Finset.sum_mul]
        refine Finset.sum_congr rfl fun j _ => ?_
        rw [sGaussian_on_line]
        ring
      -- cancel the common Gaussian factor
      exact mul_right_cancel₀ (Real.exp_ne_zero (-a * x ^ 2 * ‖u‖ ^ 2))
        (hD.symm.trans (hx.symm.trans hsum))
    by_contra hu
    have hpos : 0 < ‖u‖ := norm_pos_iff.2 hu
    have : 0 < 2 * a * ‖u‖ ^ 2 := by positivity
    linarith
  · rintro rfl
    have h0 : centreDerivative a B (0 : E) = 0 := by
      funext r
      simp [centreDerivative]
    rw [h0]
    exact Submodule.zero_mem _

/-- On the line, the centre derivative of any member of a finite s-Gaussian basis with one
common exponent is not a real linear combination of the basis functions. -/
theorem centre_derivative_not_linear_combination {ι : Type*} [Fintype ι] {a : ℝ}
    (ha : 0 < a) (A : ι → ℝ) (i : ι) :
    ¬ ∃ c : ι → ℝ, ∀ x : ℝ, 2 * a * (x - A i) * Real.exp (-a * (x - A i) ^ 2)
      = ∑ j, c j * Real.exp (-a * (x - A j) ^ 2) := by
  rintro ⟨c, hc⟩
  refine one_ne_zero ((centreDerivative_mem_span_iff ha A (A i) (1 : ℝ)).1
    ((Submodule.mem_span_range_iff_exists_fun ℝ).2 ⟨c, ?_⟩))
  funext x
  have hi : inner ℝ (x - A i) (1 : ℝ) = x - A i := by simp
  simp only [Finset.sum_apply, Pi.smul_apply, smul_eq_mul, centreDerivative, sGaussian,
    Real.norm_eq_abs, sq_abs]
  rw [hi]
  exact (hc x).symm

end

end MovingGaussians
```

```lean
#print axioms MovingGaussians.hasDerivAt_sGaussian_centre
#print axioms MovingGaussians.centreDerivative_mem_span_iff
#print axioms MovingGaussians.centre_derivative_not_linear_combination
```

```
'MovingGaussians.hasDerivAt_sGaussian_centre' depends on axioms: [propext, Classical.choice, Quot.sound]
'MovingGaussians.centreDerivative_mem_span_iff' depends on axioms: [propext, Classical.choice, Quot.sound]
'MovingGaussians.centre_derivative_not_linear_combination' depends on axioms: [propext, Classical.choice, Quot.sound]
```

## Scope of the theorems and course of the proof

**Objects.** The type `E` is a real inner product space; the real line and three-dimensional Euclidean space are both instances. `sGaussian a A` is the function $g_A$, without a normalisation constant. The normalised function carries the factor $(2a/\pi)^{1/4}$ on the line and $(2a/\pi)^{3/4}$ in three dimensions. Neither factor depends on the centre, so normalisation multiplies the basis functions and the derivative by the same nonzero constant and leaves the span statement unchanged.

`centreDerivative a A u` is defined by the formula for $D_{A,u}$. That this formula is the derivative it is named after is the content of `hasDerivAt_sGaussian_centre`: at each fixed point `r`, the value of the Gaussian centred at `A + t • u` has this derivative at $t=0$. The sign convention is that the centre moves and the point of observation stays, so the result is $+2a\langle r-A,u\rangle g_A(r)$. Differentiation with respect to the electron position gives the opposite sign.

**Statements.** In `centreDerivative_mem_span_iff`, the finite type `ι` labels the basis functions and `A : ι → E` gives their centres. The span is taken among all functions from `E` to the reals, with real coefficients, and equality means equality at every point. The hypothesis `0 < a` says that the functions decay, as localised orbitals must. The index type may be empty, in which case the span contains only the zero function.

The theorem `centre_derivative_not_linear_combination` writes out the one-dimensional case without a span: no coefficient function `c` satisfies the displayed equation for every real `x`. The argument `i : ι` selects the function that moves, and so ensures that there is at least one.

**Limits.** All functions share one exponent, so contracted functions and bases with several exponents are not covered. Nor are bases that contain p functions. If the basis includes the p functions at $B$ with exponent $a$, then $D_{B,u}$ does lie in the span, but the derivatives of those p functions bring in polynomials of second degree. The theorem treats the derivative of one function at a time, and not a combination of derivatives from several moving centres. It gives no lower bound on the distance between $D_{B,u}$ and the span, and it says nothing about the size of a force.

**The derivative theorem.** In `hasDerivAt_sGaussian_centre`, the fact `hN` is the expansion of the squared distance. The term `hp` assembles the derivative of the exponential from the rules for sums, products and composition, and the remaining lines evaluate it at zero.

**The exponential lemma.** `slope_eq_zero_of_eq_sum_exp` follows the induction above, with `x` in place of $t$. The clause `generalizing d α β` is needed because the induction hypothesis is applied to changed coefficients, slope and constant term. The case split `by_cases hk : k m = 0` separates the constant exponential from the others. In the second case, `hs` rewrites the new sum as a difference of two old ones, and `linear_combination h1 - Real.exp (k m) * h0` is the subtraction $f(t+1)-e^{k_m}f(t)$.

**The factorisation.** `sGaussian_on_line` is the three-factor formula for a Gaussian on the line through $B$.

**The main theorem.** In `centreDerivative_mem_span_iff`, membership in the span is first turned into explicit coefficients `c`. The supposed expansion is then evaluated at `B + x • u`. The facts `hD` and `hsum` write its two sides as products with the common Gaussian factor, and `mul_right_cancel₀` removes that factor. The exponential lemma, applied with slope `2 * a * ‖u‖ ^ 2` and constant term zero, shows that this slope vanishes, which contradicts its positivity when `u` is nonzero. The converse direction substitutes `u = 0` and checks that the derivative is the zero function.

**The one-dimensional theorem.** `centre_derivative_not_linear_combination` takes a supposed set of coefficients, reads it as membership in the span with `B` equal to `A i` and `u` equal to 1, and obtains the contradiction $1=0$ from the main theorem.
